# A density with triangular Fourier coefficients is the squared modulus of an equal-weight sum of plane waves

On a one-dimensional cell of length 2π, take the orbital that sums the plane waves exp(ijx) for j = 0, ..., n with equal weights. The theorem says that its squared modulus at every real x is the sum over integers |k| ≤ n of (n + 1 − |k|) exp(ikx), so the density has triangular Fourier coefficients. The orbital is unnormalised: its squared norm over the cell is 2π(n + 1), and dividing the density by this number gives the normalised one, with coefficients (1 − |k|/(n + 1))/(2π). The proof is by induction on n: raising the cutoff by one adds a truncated point density to the triangular sum, and this has to match the growth of the squared modulus. For the cross terms it uses the step `h1`, which says that exp(i(n + 1)x) times the conjugate of the old orbital is the new orbital minus 1.

The failing Lean file:

```lean
import Mathlib

open Filter Topology
open scoped ComplexConjugate

namespace TriangularDensityEqNormSq

noncomputable section

/-- The plane wave `exp(ikx)` with integer wave number `k` on a cell of length `2π`. -/
def planeWave (k : ℤ) (x : ℝ) : ℂ := Complex.exp (k * x * Complex.I)

/-- The density of a point charge at the origin, truncated to wave numbers `|k| ≤ n`. -/
def pointDensity (n : ℕ) (x : ℝ) : ℂ :=
  ∑ k ∈ Finset.Icc (-(n : ℤ)) (n : ℤ), planeWave k x

/-- The orbital that superposes the plane waves `0, ..., n` with equal weights. -/
def orbital (n : ℕ) (x : ℝ) : ℂ :=
  ∑ j ∈ Finset.range (n + 1), planeWave (j : ℤ) x

/-- The density with the triangular Fourier coefficients `n + 1 - |k|` for `|k| ≤ n`. -/
def triangularDensity (n : ℕ) (x : ℝ) : ℂ :=
  ∑ k ∈ Finset.Icc (-(n : ℤ)) (n : ℤ), (((n : ℤ) + 1 - |k| : ℤ) : ℂ) * planeWave k x

/-- Raising the cutoff of a sum over the integers `|k| ≤ n` from `n` to `n + 1` adds the two terms
at `k = ±(n + 1)`. -/
theorem sum_shell (f : ℤ → ℂ) (n : ℕ) :
    ∑ k ∈ Finset.Icc (-((n + 1 : ℕ) : ℤ)) ((n + 1 : ℕ) : ℤ), f k =
      ∑ k ∈ Finset.Icc (-(n : ℤ)) (n : ℤ), f k + (f ((n : ℤ) + 1) + f (-((n : ℤ) + 1))) := by
  have h : Finset.Icc (-((n + 1 : ℕ) : ℤ)) ((n + 1 : ℕ) : ℤ) =
      insert ((n : ℤ) + 1) (insert (-((n : ℤ) + 1)) (Finset.Icc (-(n : ℤ)) (n : ℤ))) := by
    ext k
    simp only [Finset.mem_insert, Finset.mem_Icc]
    omega
  have h1 : (n : ℤ) + 1 ∉ insert (-((n : ℤ) + 1)) (Finset.Icc (-(n : ℤ)) (n : ℤ)) := by
    simp only [Finset.mem_insert, Finset.mem_Icc]
    omega
  have h2 : -((n : ℤ) + 1) ∉ Finset.Icc (-(n : ℤ)) (n : ℤ) := by
    simp only [Finset.mem_Icc]
    omega
  rw [h, Finset.sum_insert h1, Finset.sum_insert h2]
  ring

/-- The product of two plane waves is the plane wave with the summed wave number. -/
theorem planeWave_add (a b : ℤ) (x : ℝ) :
    planeWave (a + b) x = planeWave a x * planeWave b x := by
  simp only [planeWave]
  rw [← Complex.exp_add]
  congr 1
  push_cast
  ring

/-- Complex conjugation reverses the wave number. -/
theorem conj_planeWave (k : ℤ) (x : ℝ) : conj (planeWave k x) = planeWave (-k) x := by
  simp only [planeWave]
  rw [← Complex.exp_conj]
  congr 1
  simp [Complex.conj_ofReal]

/-- The truncated point density is the orbital plus its conjugate, minus 1. -/
theorem pointDensity_eq (n : ℕ) (x : ℝ) :
    pointDensity n x = orbital n x + conj (orbital n x) - 1 := by
  induction n with
  | zero => simp [pointDensity, orbital, planeWave]
  | succ n ih =>
    have hD : pointDensity (n + 1) x = pointDensity n x +
        (planeWave ((n : ℤ) + 1) x + planeWave (-((n : ℤ) + 1)) x) := sum_shell _ n
    have hS : orbital (n + 1) x = orbital n x + planeWave ((n : ℤ) + 1) x := by
      simp only [orbital, Finset.sum_range_succ _ (n + 1), Nat.cast_add, Nat.cast_one]
    rw [hD, ih, hS, map_add, conj_planeWave]
    ring

/-- The density with triangular Fourier coefficients is the squared modulus of the orbital. -/
theorem triangularDensity_eq_norm_sq (n : ℕ) (x : ℝ) :
    triangularDensity n x = ((‖orbital n x‖ ^ 2 : ℝ) : ℂ) := by
  rw [← Complex.normSq_eq_norm_sq, ← Complex.mul_conj]
  have h0 : planeWave 0 x = 1 := by simp [planeWave]
  induction n with
  | zero => simp [triangularDensity, orbital, planeWave]
  | succ n ih =>
    -- one more shell adds a full truncated point density
    have hF : triangularDensity (n + 1) x = triangularDensity n x + pointDensity (n + 1) x := by
      have hsplit : triangularDensity (n + 1) x =
          ∑ k ∈ Finset.Icc (-((n + 1 : ℕ) : ℤ)) ((n + 1 : ℕ) : ℤ),
            (((n : ℤ) + 1 - |k| : ℤ) : ℂ) * planeWave k x + pointDensity (n + 1) x := by
        unfold triangularDensity pointDensity
        rw [← Finset.sum_add_distrib]
        refine Finset.sum_congr rfl fun k _ => ?_
        push_cast
        ring
      have e1 : |(n : ℤ) + 1| = (n : ℤ) + 1 := abs_of_nonneg (by omega)
      rw [hsplit, sum_shell, abs_neg, e1, sub_self, Int.cast_zero, zero_mul, zero_mul,
        add_zero, add_zero]
      rfl
    have hS : orbital (n + 1) x = orbital n x + planeWave ((n : ℤ) + 1) x := by
      simp only [orbital, Finset.sum_range_succ _ (n + 1), Nat.cast_add, Nat.cast_one]
    -- reflecting the summation index turns the conjugate orbital into a shifted orbital
    have h1 : planeWave ((n : ℤ) + 1) x * conj (orbital n x) = orbital (n + 1) x - 1 := by
      have hr : planeWave ((n : ℤ) + 1) x * conj (orbital n x) =
          ∑ j ∈ Finset.range (n + 1), planeWave ((j + 1 : ℕ) : ℤ) x := by
        rw [orbital, map_sum, Finset.mul_sum]
        refine Eq.trans ?_ (Finset.sum_range_reflect
          (fun j : ℕ => planeWave ((j + 1 : ℕ) : ℤ) x) (n + 1))
        refine Finset.sum_congr rfl fun j hj => ?_
        have hj' := Finset.mem_range.mp hj
        show _ = planeWave ((n + 1 - 1 - j + 1 : ℕ) : ℤ) x
        rw [conj_planeWave, ← planeWave_add]
        congr 1
        omega
      rw [hr, orbital, Finset.sum_range_succ', Nat.cast_zero, h0, add_sub_cancel_right]
    have h2 := congrArg conj h1
    simp only [map_mul, map_sub, map_one, Complex.conj_conj] at h2
    have h3 : planeWave ((n : ℤ) + 1) x * conj (planeWave ((n : ℤ) + 1) x) = 1 := by
      rw [conj_planeWave, ← planeWave_add, add_neg_cancel, h0]
    have hSc := congrArg conj hS
    rw [map_add] at hSc
    rw [hF, ih, pointDensity_eq]
    linear_combination -(conj (orbital (n + 1) x)) * hS
      - (orbital n x + planeWave ((n : ℤ) + 1) x) * hSc - h1 - h2 - h3

end

end TriangularDensityEqNormSq
```

The error:

```
Main.lean:110:47: error: Tactic `rewrite` failed: Did not find an occurrence of the pattern
  ↑0
in the target expression
  ∑ k ∈ Finset.range n, planeWave (↑(k + 1 + 1)) x + planeWave (↑(0 + 1)) x =
    ∑ j ∈ Finset.range (n + 1 + 1), planeWave (↑j) x - 1

x : ℝ
h0 : planeWave 0 x = 1
n : ℕ
ih : triangularDensity n x = orbital n x * (starRingEnd ℂ) (orbital n x)
hF : triangularDensity (n + 1) x = triangularDensity n x + pointDensity (n + 1) x
hS : orbital (n + 1) x = orbital n x + planeWave (↑n + 1) x
hr : planeWave (↑n + 1) x * (starRingEnd ℂ) (orbital n x) = ∑ j ∈ Finset.range (n + 1), planeWave (↑(j + 1)) x
⊢ ∑ k ∈ Finset.range n, planeWave (↑(k + 1 + 1)) x + planeWave (↑(0 + 1)) x =
    ∑ j ∈ Finset.range (n + 1 + 1), planeWave (↑j) x - 1
```

What went wrong. The error is in the last rewrite of `h1`. After `rw [hr, orbital]` the goal has a sum on each side, over `Finset.range (n + 1)` on the left and over `Finset.range (n + 1 + 1)` on the right. The lemma `Finset.sum_range_succ'` splits off the term at index 0, and it was meant for the right-hand sum, where that term is the constant plane wave. Given without arguments, it matched the left-hand sum instead, as the goal in the message shows. The term split off there is `planeWave (↑(0 + 1)) x`, which has `0 + 1` under the cast and not `0`, so `Nat.cast_zero` finds no `↑0` to rewrite.

The repair gives the lemma its length argument, `n + 1`, so that it can only match a sum over `Finset.range (n + 1 + 1)`, the one on the right. The term split off is now `planeWave ↑0 x`, which `Nat.cast_zero` and `h0` turn into 1. Then `add_sub_cancel_right` cancels this 1 against the `- 1`, and the two sides agree. The new line break is only layout.

The mended proof, as a diff:

```diff
@@ -108,5 +108,6 @@
         congr 1
         omega
-      rw [hr, orbital, Finset.sum_range_succ', Nat.cast_zero, h0, add_sub_cancel_right]
+      rw [hr, orbital, Finset.sum_range_succ' _ (n + 1), Nat.cast_zero, h0,
+        add_sub_cancel_right]
     have h2 := congrArg conj h1
     simp only [map_mul, map_sub, map_one, Complex.conj_conj] at h2
```
